# Two monitorings of the same qubit dephasing leave a Bell pair with mean concurrence 1 or 0

One qubit of an entangled pair loses its phase coherence to an environment, and a detector reads the environment. The record might say whether the qubit suffered a phase flip, or it might say which basis state the qubit is in. If the record is discarded, both readings can leave the pair in the same density matrix. Does the entanglement of the states conditioned on the record also agree?

It does not. Let Z = diag(1, −1), and let P_0 and P_1 project on the basis states |0⟩ and |1⟩. On the first qubit, the operators

F_0 = I/√2, F_1 = Z/√2

and the projectors P_0, P_1 define the same channel. For the Bell state (|00⟩ + |11⟩)/√2, the probability-weighted mean concurrence of the output states is 1 for the first set and 0 for the second.

## One channel, two records

A channel with Kraus operators K_j maps ρ to ∑_j K_j ρ K_j†. Replace the K_j by M_k = ∑_j U_kj K_j, where U†U = 1. Physically, U_kj is the overlap between the environment state found by the new reading and the one that labels K_j. Then

∑_k M_k ρ M_k† = ∑_j ∑_l (∑_k U_kj U_kl*) K_j ρ K_l† = ∑_j K_j ρ K_j†,

because the bracket is (U†U)_lj = δ_lj. The two sets above are related in this way:

P_0 = (I + Z)/2 = (F_0 + F_1)/√2
P_1 = (I − Z)/2 = (F_0 − F_1)/√2

The mixing matrix has rows (1, 1)/√2 and (1, −1)/√2. Its columns are orthonormal, so the channels agree.

## Mean concurrence from determinants

For a normalised pure state with amplitudes ψ_ij, the concurrence is

C(ψ) = 2|ψ_00 ψ_11 − ψ_01 ψ_10|.

Outcome k leaves the unnormalised vector φ_k = K_k ψ and has probability p_k = ‖φ_k‖². The formula is quadratic, so for p_k > 0

p_k C(φ_k/√p_k) = p_k · C(φ_k)/p_k = C(φ_k).

An outcome with p_k = 0 has φ_k = 0 and contributes nothing.

Now let K_k = A_k ⊗ I, and drop the index k. The output amplitudes are φ_ij = A_i0 ψ_0j + A_i1 ψ_1j. In φ_00 φ_11 − φ_01 φ_10 the terms with A_00 A_10 and A_01 A_11 cancel, which leaves

φ_00 φ_11 − φ_01 φ_10 = (A_00 A_11 − A_01 A_10)(ψ_00 ψ_11 − ψ_01 ψ_10).

Hence the mean concurrence is

(∑_k |det A_k|) C(ψ).

The Bell state has C = 2 · 1/2 = 1. The determinants of F_0 and F_1 are 1/2 and −1/2, so their moduli add up to 1. Both projectors have determinant 0. The means are 1 and 0.

Between these readings lies a family with an angle θ:

M_0 = cos θ F_0 + sin θ F_1
M_1 = sin θ F_0 − cos θ F_1

The determinants are ±(cos²θ − sin²θ)/2 = ±cos(2θ)/2, so the mean is |cos 2θ|. At θ = 0 this is the phase-flip record, up to a sign of F_1, and at θ = π/4 it is the projective one.

No complete monitoring of the first qubit, meaning one with ∑_k A_k†A_k = I, raises the mean above the initial value C(ψ). Since 2xy ≤ x² + y²,

|det A| ≤ |A_00||A_11| + |A_01||A_10| ≤ tr(A†A)/2,

and ∑_k A_k†A_k = I gives ∑_k |det A_k| ≤ tr(I)/2 = 1.

## The step in a trajectory simulation

One step of a trajectory simulation written with Kraus operators forms φ_k = K_k ψ, draws k with probability ‖φ_k‖² and normalises. From the Bell state, the phase-flip operators give (1, 0, 0, ±1)/2. Each has probability 1/2, and after normalisation each is a Bell state again. The projectors give (1, 0, 0, 0)/√2 and (0, 0, 0, 1)/√2, again with probability 1/2 each, and these normalise to product states. Averaging the density matrices of these normalised outputs, weighted by their probabilities, gives diag(1/2, 0, 0, 1/2) both times, while averaging their concurrences gives 1 or 0.

For simulations of open systems, this means that a trajectory-averaged concurrence belongs to the chosen monitoring as well as to the channel, as shown here for one step on a pure two-qubit state with a perfectly read record.

## States, channels and records in Lean

```lean
import Mathlib

open Matrix
open scoped Kronecker

namespace MonitoringDependentEntanglement

noncomputable section
```

A basis label is a pair whose first entry belongs to the first qubit.

```lean
/-- Basis labels of two qubits. -/
abbrev TwoQubit := Fin 2 × Fin 2
```

The finite types `ι` and `κ` label outcomes. `channel` accepts any operators and any 4×4 complex matrix `ρ`. The map is completely positive by its form, but it preserves the trace only if ∑_k K_k†K_k = I, which the definition does not require. The symbol `ᴴ` is the adjoint.

```lean
variable {ι κ : Type*} [Fintype ι] [Fintype κ]

/-- The map `ρ ↦ ∑ k, K k * ρ * (K k)ᴴ`, which is a channel when `∑ k, (K k)ᴴ * K k = 1`. -/
def channel (K : ι → Matrix TwoQubit TwoQubit ℂ) (ρ : Matrix TwoQubit TwoQubit ℂ) :
    Matrix TwoQubit TwoQubit ℂ := ∑ k, K k * ρ * (K k)ᴴ
```

`prob` is a squared norm. It is a probability when the vector is a Kraus operator applied to a normalised state and the Kraus set is complete.

```lean
/-- The squared norm of a two-qubit vector; for `K k *ᵥ ψ` with `ψ` normalised and
`∑ k, (K k)ᴴ * K k = 1` it is the probability of outcome `k`. -/
def prob (φ : TwoQubit → ℂ) : ℝ := ∑ i, ‖φ i‖ ^ 2
```

`concurrence` is the pure-state formula, defined for every vector. Its value is the physical concurrence when the vector is normalised.

```lean
/-- The pure-state concurrence formula `2 |ψ₀₀ ψ₁₁ - ψ₀₁ ψ₁₀|`. -/
def concurrence (ψ : TwoQubit → ℂ) : ℝ :=
  2 * ‖ψ (0, 0) * ψ (1, 1) - ψ (0, 1) * ψ (1, 0)‖
```

The mean normalises each output before taking its concurrence, as in the physical definition.

```lean
/-- The concurrences of the normalised output states, weighted by `prob` and summed. This is the
mean over outcomes when `ψ` is normalised and `∑ k, (K k)ᴴ * K k = 1`. Outcomes of probability zero
contribute nothing. -/
def meanConcurrence (K : ι → Matrix TwoQubit TwoQubit ℂ) (ψ : TwoQubit → ℂ) : ℝ :=
  ∑ k, prob (K k *ᵥ ψ) * concurrence ((√(prob (K k *ᵥ ψ)))⁻¹ • (K k *ᵥ ψ))
```

Local operators are Kronecker products with the identity. `mix` forms the new Kraus operators M_k from the old ones.

```lean
/-- One-qubit operators acting on the first qubit, `A k ⊗ I`. -/
def onFirst (A : ι → Matrix (Fin 2) (Fin 2) ℂ) : ι → Matrix TwoQubit TwoQubit ℂ :=
  fun k => A k ⊗ₖ (1 : Matrix (Fin 2) (Fin 2) ℂ)

/-- Linear mixing of Kraus operators, `∑ j, U k j • K j`. -/
def mix {n : Type*} (U : Matrix κ ι ℂ) (K : ι → Matrix n n ℂ) : κ → Matrix n n ℂ :=
  fun k => ∑ j, U k j • K j
```

The amplitude 1/√2 makes flip and no flip equally likely, which is complete dephasing.

```lean
/-- The amplitude `1/√2`. -/
def amp : ℝ := (√2)⁻¹

/-- The random phase-flip operators `I/√2` and `Z/√2`. -/
def phaseFlip : Fin 2 → Matrix (Fin 2) (Fin 2) ℂ :=
  ![(amp : ℂ) • 1, (amp : ℂ) • !![1, 0; 0, -1]]

/-- The projectors `P0` and `P1` on the two basis states of a qubit. -/
def projective : Fin 2 → Matrix (Fin 2) (Fin 2) ℂ :=
  ![!![1, 0; 0, 0], !![0, 0; 0, 1]]

/-- The Bell state `(1, 0, 0, 1)/√2`. -/
def bell : TwoQubit → ℂ := fun i => if i.1 = i.2 then (amp : ℂ) else 0
```

The matrix `mixer c s` covers both the balanced mixture and the family in θ.

```lean
/-- The real two-outcome mixing matrix with rows `(c, s)` and `(s, -c)`. -/
def mixer (c s : ℝ) : Matrix (Fin 2) (Fin 2) ℂ := !![(c : ℂ), (s : ℂ); (s : ℂ), -(c : ℂ)]
```

That a particular detector realises one of these operator sets is a physical identification, to be drawn from a model of how the environment couples to the qubit and of which environment states the detector distinguishes.

## Remixing leaves the channel alone

The square of the amplitude is needed over the real and over the complex numbers.

```lean
lemma amp_real : amp * amp = 1 / 2 := by
  rw [amp, ← mul_inv, Real.mul_self_sqrt (by norm_num)]
  norm_num

lemma amp_sq : (amp : ℂ) * (amp : ℂ) = 1 / 2 := by
  rw [← Complex.ofReal_mul, amp_real]
  norm_num
```

In `channel_mix`, the hypothesis `hU` says that U is an isometry; it may be rectangular, so the two records may have different numbers of outcomes. `orth` reads off the orthonormality of the columns, `expand` writes out the double sum, and exchanging the sums leaves the diagonal terms.

```lean
/-- Mixing the Kraus operators by an isometry does not change the channel. -/
theorem channel_mix [DecidableEq ι] (U : Matrix κ ι ℂ) (hU : Uᴴ * U = 1)
    (K : ι → Matrix TwoQubit TwoQubit ℂ) (ρ : Matrix TwoQubit TwoQubit ℂ) :
    channel (mix U K) ρ = channel K ρ := by
  have orth : ∀ j l, ∑ k, U k j * star (U k l) = if l = j then 1 else 0 := by
    intro j l
    have h := congrFun (congrFun hU l) j
    rw [Matrix.mul_apply, Matrix.one_apply] at h
    rw [← h]
    exact Finset.sum_congr rfl fun k _ => mul_comm _ _
  -- expand into a double sum over the old Kraus operators
  have expand : ∀ k, mix U K k * ρ * (mix U K k)ᴴ =
      ∑ j, ∑ l, (U k j * star (U k l)) • (K j * ρ * (K l)ᴴ) := by
    intro k
    unfold mix
    rw [Matrix.conjTranspose_sum, Finset.sum_mul, Finset.sum_mul]
    refine Finset.sum_congr rfl fun j _ => ?_
    rw [Finset.mul_sum]
    refine Finset.sum_congr rfl fun l _ => ?_
    rw [Matrix.conjTranspose_smul, smul_mul_assoc, smul_mul_assoc, mul_smul_comm, smul_smul]
  unfold channel
  rw [Finset.sum_congr rfl fun k _ => expand k, Finset.sum_comm]
  refine Finset.sum_congr rfl fun j _ => ?_
  -- orthonormal columns leave only the diagonal terms
  rw [Finset.sum_comm]
  simp_rw [← Finset.sum_smul, orth]
  simp [ite_smul]
```

Mixing one-qubit operators and then extending them to the pair is the same as extending first.

```lean
omit [Fintype κ] in
lemma onFirst_mix (U : Matrix κ ι ℂ) (A : ι → Matrix (Fin 2) (Fin 2) ℂ) :
    onFirst (mix U A) = mix U (onFirst A) := by
  funext k
  ext ⟨i, a⟩ ⟨j, b⟩
  simp only [onFirst, mix, Matrix.kroneckerMap_apply, Matrix.sum_apply, Matrix.smul_apply,
    smul_eq_mul, Finset.sum_mul, mul_assoc]
```

The real mixing matrix is an isometry when c² + s² = 1.

```lean
lemma mixer_isometry (c s : ℝ) (h : c ^ 2 + s ^ 2 = 1) : (mixer c s)ᴴ * mixer c s = 1 := by
  have h1 : (c : ℂ) * c + s * s = 1 := by
    have : c * c + s * s = 1 := by linarith
    exact_mod_cast this
  have h2 : (s : ℂ) * s + c * c = 1 := by rw [add_comm, h1]
  ext i j
  fin_cases i <;> fin_cases j <;>
    simp [mixer, Matrix.mul_apply, Fin.sum_univ_two, mul_comm, h1, h2]
```

## Normalised outputs and determinants

The next lemma removes the normalisation. `scale` is the quadratic behaviour of C, and the case split isolates probability zero, where every amplitude vanishes.

```lean
lemma prob_mul_concurrence (φ : TwoQubit → ℂ) :
    prob φ * concurrence ((√(prob φ))⁻¹ • φ) = concurrence φ := by
  have scale : ∀ c : ℝ, concurrence (c • φ) = c ^ 2 * concurrence φ := by
    intro c
    simp only [concurrence, Pi.smul_apply, Complex.real_smul]
    have e : (c : ℂ) * φ (0, 0) * (c * φ (1, 1)) - c * φ (0, 1) * (c * φ (1, 0)) =
        ((c ^ 2 : ℝ) : ℂ) * (φ (0, 0) * φ (1, 1) - φ (0, 1) * φ (1, 0)) := by
      push_cast
      ring
    rw [e, norm_mul, Complex.norm_real, Real.norm_of_nonneg (sq_nonneg c)]
    ring
  have hn : 0 ≤ prob φ := Finset.sum_nonneg fun i _ => sq_nonneg _
  by_cases h : prob φ = 0
  · have h' : ∑ i, ‖φ i‖ ^ 2 = 0 := h
    have hz : ∀ i, φ i = 0 := fun i => by
      have := (Finset.sum_eq_zero_iff_of_nonneg (fun i _ => sq_nonneg ‖φ i‖)).1 h' i
        (Finset.mem_univ i)
      simpa using this
    simp [concurrence, hz]
  · rw [scale, inv_pow, Real.sq_sqrt hn, ← mul_assoc, mul_inv_cancel₀ h, one_mul]
```

The determinant formula follows for any finite family of one-qubit operators and any input vector. `act` gives the output amplitudes φ_ij, and the last `ring` performs the cancellation of cross terms.

```lean
/-- For operators `A k` on the first qubit, complete or not, `meanConcurrence` is `concurrence ψ`
times the sum of the moduli of their determinants. -/
theorem meanConcurrence_onFirst (A : ι → Matrix (Fin 2) (Fin 2) ℂ) (ψ : TwoQubit → ℂ) :
    meanConcurrence (onFirst A) ψ = (∑ k, ‖(A k).det‖) * concurrence ψ := by
  unfold meanConcurrence
  rw [Finset.sum_mul]
  refine Finset.sum_congr rfl fun k _ => ?_
  rw [prob_mul_concurrence]
  have act : ∀ i j, (onFirst A k *ᵥ ψ) (i, j) = A k i 0 * ψ (0, j) + A k i 1 * ψ (1, j) := by
    intro i j
    fin_cases j <;>
      simp [onFirst, Matrix.mulVec, dotProduct, Fintype.sum_prod_type, Fin.sum_univ_two,
        Matrix.kroneckerMap_apply, Matrix.one_apply]
  simp only [concurrence, act]
  rw [mul_left_comm, ← norm_mul, Matrix.det_fin_two]
  congr 2
  ring
```

The upper bound assumes completeness, `hA`, which says that the outcome probabilities of every normalised state add up to one. `col` takes the diagonal entries of that equation, `bound` is the inequality for |det A|, obtained from two squares, and `total` sums it.

```lean
/-- Complete monitoring of the first qubit cannot raise the mean concurrence above its initial
value. -/
theorem meanConcurrence_le (A : ι → Matrix (Fin 2) (Fin 2) ℂ)
    (hA : ∑ k, (A k)ᴴ * A k = 1) (ψ : TwoQubit → ℂ) :
    meanConcurrence (onFirst A) ψ ≤ concurrence ψ := by
  have col : ∀ j, ∑ k, (‖A k 0 j‖ ^ 2 + ‖A k 1 j‖ ^ 2) = 1 := by
    intro j
    have e := congrFun (congrFun hA j) j
    rw [Matrix.sum_apply, Matrix.one_apply_eq] at e
    have t : ∀ k, ((A k)ᴴ * A k) j j = ((‖A k 0 j‖ ^ 2 + ‖A k 1 j‖ ^ 2 : ℝ) : ℂ) := by
      intro k
      simp only [Matrix.mul_apply, Matrix.conjTranspose_apply, Fin.sum_univ_two]
      push_cast
      rw [← Complex.conj_mul', ← Complex.conj_mul']
      rfl
    simp_rw [t] at e
    exact_mod_cast e
  -- the determinant is at most half the squared Hilbert-Schmidt norm
  have bound : ∀ k, ‖(A k).det‖ ≤
      ((‖A k 0 0‖ ^ 2 + ‖A k 1 0‖ ^ 2) + (‖A k 0 1‖ ^ 2 + ‖A k 1 1‖ ^ 2)) / 2 := by
    intro k
    rw [Matrix.det_fin_two]
    have h := norm_sub_le (A k 0 0 * A k 1 1) (A k 0 1 * A k 1 0)
    rw [norm_mul, norm_mul] at h
    nlinarith [sq_nonneg (‖A k 0 0‖ - ‖A k 1 1‖), sq_nonneg (‖A k 0 1‖ - ‖A k 1 0‖)]
  have total : ∑ k, ‖(A k).det‖ ≤ 1 := by
    refine (Finset.sum_le_sum fun k _ => bound k).trans ?_
    rw [← Finset.sum_div, Finset.sum_add_distrib, col, col]
    norm_num
  rw [meanConcurrence_onFirst]
  exact mul_le_of_le_one_left (mul_nonneg (by norm_num) (norm_nonneg _)) total
```

## The Bell pair under each reading

```lean
/-- The Bell state has concurrence one. -/
theorem concurrence_bell : concurrence bell = 1 := by
  have h : bell (0, 0) * bell (1, 1) - bell (0, 1) * bell (1, 0) = 1 / 2 := by
    simpa [bell] using amp_sq
  rw [concurrence, h]
  norm_num
```

The main theorem has three parts: the channels agree on every matrix, and the two means are 1 and 0. For the first, `hP` checks entry by entry that the projectors are the balanced mixture of the phase-flip operators, and `onFirst_mix` and `channel_mix` do the rest. The other two evaluate determinants.

```lean
/-- Random phase flips and projective measurement of the first qubit define the same channel,
yet on the Bell state their mean output concurrences are one and zero. -/
theorem same_channel_different_entanglement :
    (∀ ρ, channel (onFirst phaseFlip) ρ = channel (onFirst projective) ρ) ∧
      meanConcurrence (onFirst phaseFlip) bell = 1 ∧
      meanConcurrence (onFirst projective) bell = 0 := by
  refine ⟨fun ρ => ?_, ?_, ?_⟩
  · -- the projectors are a balanced mixture of the phase-flip operators
    have hP : projective = mix (mixer amp amp) phaseFlip := by
      funext k
      ext i j
      fin_cases k <;> fin_cases i <;> fin_cases j <;>
        simp [projective, mix, mixer, phaseFlip, Fin.sum_univ_two, amp_sq] <;> norm_num
    rw [hP, onFirst_mix, channel_mix _ (mixer_isometry _ _ (by linarith [amp_real]))]
  · have h0 : (phaseFlip 0).det = 1 / 2 := by
      rw [Matrix.det_fin_two]
      simp [phaseFlip, amp_sq]
    have h1 : (phaseFlip 1).det = -(1 / 2) := by
      rw [Matrix.det_fin_two]
      simp [phaseFlip, amp_sq]
    rw [meanConcurrence_onFirst, Fin.sum_univ_two, h0, h1, concurrence_bell]
    norm_num
  · rw [meanConcurrence_onFirst]
    simp [Fin.sum_univ_two, projective, Matrix.det_fin_two]
```

The last theorem holds for every real θ. Its first part is `channel_mix` again. In the second, `h0` and `h1` compute the two determinants, and the double-angle formula turns their moduli into |cos 2θ|.

```lean
/-- Mixing the phase-flip operators through an angle `θ` keeps the channel and gives the Bell
state the mean output concurrence `|cos 2θ|`. -/
theorem tunable_monitoring (θ : ℝ) :
    (∀ ρ, channel (onFirst (mix (mixer (Real.cos θ) (Real.sin θ)) phaseFlip)) ρ =
      channel (onFirst phaseFlip) ρ) ∧
    meanConcurrence (onFirst (mix (mixer (Real.cos θ) (Real.sin θ)) phaseFlip)) bell =
      |Real.cos (2 * θ)| := by
  refine ⟨fun ρ => ?_, ?_⟩
  · rw [onFirst_mix, channel_mix _ (mixer_isometry _ _ (Real.cos_sq_add_sin_sq θ))]
  · have h0 : ∀ c s : ℝ, (mix (mixer c s) phaseFlip 0).det =
        (((c ^ 2 - s ^ 2) / 2 : ℝ) : ℂ) := by
      intro c s
      rw [Matrix.det_fin_two]
      simp [mix, mixer, phaseFlip, Fin.sum_univ_two]
      linear_combination ((c : ℂ) ^ 2 - (s : ℂ) ^ 2) * amp_sq
    have h1 : ∀ c s : ℝ, (mix (mixer c s) phaseFlip 1).det =
        ((-((c ^ 2 - s ^ 2) / 2) : ℝ) : ℂ) := by
      intro c s
      rw [Matrix.det_fin_two]
      simp [mix, mixer, phaseFlip, Fin.sum_univ_two]
      linear_combination ((s : ℂ) ^ 2 - (c : ℂ) ^ 2) * amp_sq
    rw [meanConcurrence_onFirst, Fin.sum_univ_two, h0, h1, concurrence_bell,
      Complex.norm_real, Complex.norm_real, norm_neg, ← Real.cos_two_mul',
      Real.norm_eq_abs, abs_div, abs_two]
    ring

end

end MonitoringDependentEntanglement
```

```lean
#print axioms MonitoringDependentEntanglement.meanConcurrence_le
-- 'MonitoringDependentEntanglement.meanConcurrence_le' depends on axioms: [propext, Classical.choice, Quot.sound]
#print axioms MonitoringDependentEntanglement.same_channel_different_entanglement
-- 'MonitoringDependentEntanglement.same_channel_different_entanglement' depends on axioms: [propext, Classical.choice, Quot.sound]
#print axioms MonitoringDependentEntanglement.tunable_monitoring
-- 'MonitoringDependentEntanglement.tunable_monitoring' depends on axioms: [propext, Classical.choice, Quot.sound]
```
